# Of two integrable spectra, the one strictly lower at every positive frequency has the strictly smaller integral

The lemma compares two spectra, given as real functions `f` and `g` of a frequency u, each integrable over u > 0. If f(u) < g(u) at every positive frequency, then the integral of `f` over the positive half-line is strictly less than that of `g`. Neither function need be positive or continuous, and their values at u ≤ 0 play no part. The attempt first shows that the difference g(u) − f(u) has a positive integral, because it is non-negative and its support covers the whole half-line, which has infinite measure. It then splits that integral into two and rearranges.

The failing Lean file:

```lean
import Mathlib

open MeasureTheory Set Filter Topology Real

namespace IntegralLtOfLt

noncomputable section

/-- If one integrable spectrum lies strictly below another at every positive frequency, so do
their integrals. -/
theorem integral_lt_of_lt {f g : ℝ → ℝ} (hf : IntegrableOn f (Ioi 0))
    (hg : IntegrableOn g (Ioi 0)) (h : ∀ u, 0 < u → f u < g u) :
    ∫ u in Ioi (0 : ℝ), f u < ∫ u in Ioi (0 : ℝ), g u := by
  have hpos : 0 < ∫ u in Ioi (0 : ℝ), (g u - f u) := by
    rw [setIntegral_pos_iff_support_of_nonneg_ae _ (hg.sub hf)]
    · have hs : Function.support (fun u => g u - f u) ∩ Ioi 0 = Ioi 0 :=
        inter_eq_right.mpr fun u hu => (sub_pos.mpr (h u hu)).ne'
      rw [hs, Real.volume_Ioi]
      exact ENNReal.zero_lt_top
    · exact (ae_restrict_mem measurableSet_Ioi).mono fun u hu => (sub_pos.mpr (h u hu)).le
  rw [integral_sub hg hf] at hpos
  linarith

end

end IntegralLtOfLt
```

The compiler's answer:

```
Main.lean:15:8: error: Tactic `rewrite` failed: Did not find an occurrence of the pattern
  @LT.lt ℝ instLT 0 (∫ (x : ℝ) in Ioi 0, (g - f) x)
in the target expression
  @LT.lt ℝ instLT 0 (∫ (u : ℝ) in Ioi 0, g u - f u)

f g : ℝ → ℝ
hf : IntegrableOn f (Ioi 0) volume
hg : IntegrableOn g (Ioi 0) volume
h : ∀ (u : ℝ), 0 < u → f u < g u
⊢ 0 < ∫ (u : ℝ) in Ioi 0, g u - f u
```

After these edits no error is left:

```diff
@@ -13,10 +13,11 @@
     ∫ u in Ioi (0 : ℝ), f u < ∫ u in Ioi (0 : ℝ), g u := by
   have hpos : 0 < ∫ u in Ioi (0 : ℝ), (g u - f u) := by
-    rw [setIntegral_pos_iff_support_of_nonneg_ae _ (hg.sub hf)]
+    have hi : IntegrableOn (fun u => g u - f u) (Ioi 0) := hg.sub hf
+    refine (setIntegral_pos_iff_support_of_nonneg_ae ?_ hi).mpr ?_
+    · exact (ae_restrict_mem measurableSet_Ioi).mono fun u hu => (sub_pos.mpr (h u hu)).le
     · have hs : Function.support (fun u => g u - f u) ∩ Ioi 0 = Ioi 0 :=
         inter_eq_right.mpr fun u hu => (sub_pos.mpr (h u hu)).ne'
       rw [hs, Real.volume_Ioi]
       exact ENNReal.zero_lt_top
-    · exact (ae_restrict_mem measurableSet_Ioi).mono fun u hu => (sub_pos.mpr (h u hu)).le
   rw [integral_sub hg hf] at hpos
   linarith
```

Diagnosis. The message says that `rw` could not find its left-hand side in the goal. The term `hg.sub hf` speaks of the function `g - f`, a subtraction of functions, so the lemma's pattern contains `(g - f) x`. The goal has `g u - f u`, a subtraction of real numbers. The two are equal by definition, but `rw` looks for a matching form and did not unfold the one into the other here.

The repair states the integrability as `hi`, for the function `fun u => g u - f u`. Lean accepts `hg.sub hf` as its proof, since the two forms agree by definition. The lemma is now about the function in the goal, and `refine` applies its reverse direction, `.mpr`, in place of rewriting. This leaves two goals in the order of the `?_` marks: non-negativity almost everywhere, then positive measure of the support. The non-negativity proof therefore moves to the front, with its text unchanged.
